# The k-fold commutator term of the coupled-cluster expansion as a sum of products TᵃHTᵇ

In coupled-cluster theory the Hamiltonian H is transformed to exp(−T) H exp(T), where T is the cluster operator. The lemma `scaled_expansion` concerns the part of order k in T: it says that 1/k! times the k-fold nested commutator [...[[H, T], T]..., T] equals the sum, over all a + b = k, of (−1)ᵃ/(a! b!) TᵃHTᵇ. Here H and T are arbitrary complex square matrices of the same finite size, and neither a special form of T nor hermiticity of H is assumed. The attempt starts from a signed binomial expansion of the nested commutator, takes the factor 1/k! inside the sum, and compares coefficients term by term, using the identity that the binomial coefficient times a! b! is (a + b)!.

Lean 4 with Mathlib refuses this proof:

```lean
import Mathlib

open Matrix Finset
open scoped ComplexOrder

namespace CoupledClusterTermination

noncomputable section

variable {ι : Type*} [Fintype ι] [DecidableEq ι]

/-- The commutator `[X, T] = X T - T X` of an operator `X` with the cluster operator `T`. -/
def clusterComm (T X : Matrix ι ι ℂ) : Matrix ι ι ℂ := X * T - T * X

/-- The term of `exp(-T) H exp(T)` with `p.1` cluster operators to the left of `H` and
`p.2` to the right. -/
def clusterTerm (T H : Matrix ι ι ℂ) (p : ℕ × ℕ) : Matrix ι ι ℂ :=
  ((-1 : ℂ) ^ p.1 * (p.1.factorial : ℂ)⁻¹ * (p.2.factorial : ℂ)⁻¹) • (T ^ p.1 * H * T ^ p.2)

lemma neg_pow_smul (T : Matrix ι ι ℂ) (a : ℕ) : (-T) ^ a = (-1 : ℂ) ^ a • T ^ a := by
  rw [← smul_pow, neg_one_smul]

/-- The `k`-fold nested commutator is a signed binomial sum over the ways of placing
`k` cluster operators to the left and right of `H`. -/
theorem nested_expansion (T H : Matrix ι ι ℂ) (k : ℕ) :
    (clusterComm T)^[k] H = ∑ p ∈ antidiagonal k,
      ((-1 : ℂ) ^ p.1 * (k.choose p.1 : ℂ)) • (T ^ p.1 * H * T ^ p.2) := by
  -- the commutator is a sum of two commuting maps: left and right multiplication
  have hD : clusterComm T = ⇑(LinearMap.mulLeft ℂ (-T) + LinearMap.mulRight ℂ T) := by
    funext X
    simp only [clusterComm, LinearMap.add_apply, LinearMap.mulLeft_apply,
      LinearMap.mulRight_apply]
    noncomm_ring
  have hcomm : Commute (LinearMap.mulLeft ℂ (-T)) (LinearMap.mulRight ℂ T) := by
    rw [commute_iff_eq]
    refine LinearMap.ext fun X => ?_
    simp only [Module.End.mul_apply, LinearMap.mulLeft_apply, LinearMap.mulRight_apply,
      mul_assoc]
  rw [hD, ← Module.End.pow_apply, hcomm.add_pow',
    LinearMap.sum_apply]
  refine Finset.sum_congr rfl fun p _ => ?_
  rw [LinearMap.smul_apply, Module.End.mul_apply, LinearMap.pow_mulLeft,
    LinearMap.pow_mulRight, LinearMap.mulLeft_apply, LinearMap.mulRight_apply,
    neg_pow_smul, smul_mul_assoc, ← mul_assoc, ← Nat.cast_smul_eq_nsmul ℂ, smul_smul,
    mul_comm (k.choose p.1 : ℂ)]

lemma scaled_expansion (T H : Matrix ι ι ℂ) (k : ℕ) :
    (k.factorial : ℂ)⁻¹ • (clusterComm T)^[k] H = ∑ p ∈ antidiagonal k, clusterTerm T H p := by
  rw [nested_expansion, Finset.smul_sum]
  refine Finset.sum_congr rfl fun p hp => ?_
  obtain rfl := mem_antidiagonal.1 hp
  have hc : ((p.1 + p.2).choose p.1 : ℂ) * (p.1.factorial : ℂ) * (p.2.factorial : ℂ)
      = ((p.1 + p.2).factorial : ℂ) := by
    exact_mod_cast Nat.add_choose_mul_factorial_mul_factorial p.1 p.2
  have h0 : ((p.1 + p.2).choose p.1 : ℂ) ≠ 0 :=
    Nat.cast_ne_zero.2 (Nat.choose_pos (by omega)).ne'
  have h1 : (p.1.factorial : ℂ) ≠ 0 := Nat.cast_ne_zero.2 (Nat.factorial_ne_zero _)
  have h2 : (p.2.factorial : ℂ) ≠ 0 := Nat.cast_ne_zero.2 (Nat.factorial_ne_zero _)
  rw [clusterTerm, smul_smul, ← hc]
  congr 1
  field_simp

end

end CoupledClusterTermination
```

The error:

```
Main.lean:54:4: error: mod_cast has type
  (p.1 + p.2).choose p.2 * p.1.factorial * p.2.factorial = (p.1 + p.2).factorial
but is expected to have type
  (p.1 + p.2).choose p.1 * p.1.factorial * p.2.factorial = (p.1 + p.2).factorial
```

Cause. The error is in the proof of `hc`, the factorial identity used to compare coefficients. The goal contains `(p.1 + p.2).choose p.1`, but `Nat.add_choose_mul_factorial_mul_factorial p.1 p.2` is stated with `(p.1 + p.2).choose p.2`. The two numbers are equal, since choosing a things out of a + b is the same as choosing the b to leave out. They are still different expressions, and `exact_mod_cast` only adjusts the casts between natural and complex numbers; it does not apply this symmetry of the binomial coefficient. The message therefore shows two statements that differ only in the last argument of `choose`.

The added line `rw [Nat.choose_symm_add]` uses the symmetry to turn `choose p.1` into `choose p.2` in the goal. After that the library lemma matches once the casts are dealt with, and the original `exact_mod_cast` line succeeds unchanged. The statement of `hc` stays as it was, so the later steps can use it as before.

After these edits no error is left:

```diff
@@ -52,4 +52,5 @@
   have hc : ((p.1 + p.2).choose p.1 : ℂ) * (p.1.factorial : ℂ) * (p.2.factorial : ℂ)
       = ((p.1 + p.2).factorial : ℂ) := by
+    rw [Nat.choose_symm_add]
     exact_mod_cast Nat.add_choose_mul_factorial_mul_factorial p.1 p.2
   have h0 : ((p.1 + p.2).choose p.1 : ℂ) ≠ 0 :=
```
